# In the two-state charge-transfer model, β is largest at V = t and γ is lowest at V = 0

Q: Take two degenerate diabatic states with coupling $-1$, and let a field $F$ lower the second by $F$. The lower eigenvalue is
$$E(F)=-\tfrac F2-\sqrt{1+\tfrac{F^2}{4}}=-1-\tfrac F2-\tfrac{F^2}{8}+\tfrac{F^4}{128}+\cdots$$
There is no cubic term, and the quartic one is positive. What does that tell me?

A: With $\beta=-d^3E/dF^3$ and $\gamma=-d^4E/dF^4$ at $F=0$, it gives $\beta=0$ and $\gamma=-24/128=-3/16$. In general the states have separation $V$ and coupling $-t$, and the field changes the separation to $V-\mu F$. For fixed $t>0$ and $\mu>0$, your degenerate case $V=0$, the cyanine limit, is the unique global minimum of $\gamma$ over all real $V$. The unique global maximum of $\beta$ is at $V=t$.

Q: Derive that for me before you show me any Lean.

A: Write $\Delta=\sqrt{V^2+4t^2}$. The secular equation $E^2-VE-t^2=0$ has the lower root $E=(V-\Delta)/2$. Let primes denote derivatives with respect to $V$. Since $\Delta'=V/\Delta$, the quotient rule gives, for any differentiable function $p$ of $V$,
$$\left(\frac{p}{\Delta^{n+1}}\right)'=\frac{p'\,(V^2+4t^2)-(n+1)Vp}{\Delta^{n+3}}.$$
Using it repeatedly,
$$E'=\tfrac12\Big(1-\frac V\Delta\Big),\quad E''=-\frac{2t^2}{\Delta^3},\quad E'''=\frac{6t^2V}{\Delta^5},\quad E''''=-\frac{24t^2(V^2-t^2)}{\Delta^7}.$$
Each field derivative brings a factor $-\mu$, so
$$\beta=6t^2\mu^3\,\frac{V}{\Delta^5},\qquad \gamma=24t^2\mu^4\,\frac{V^2-t^2}{\Delta^7}.$$

For $V\le 0$, $\beta(V)\le 0<\beta(t)$. For $V>0$, both sides of $V\Delta(t)^5<t\,\Delta(V)^5$ are positive, so we may square them, and the difference of the squares is
$$t^2(V^2+4t^2)^5-V^2(5t^2)^5=t^2(V^2-t^2)^2\,(V^6+22V^4t^2+203V^2t^4+1024t^6).$$
This is positive unless $V=t$. For $\gamma$, cross-multiplying $\gamma(0)<\gamma(V)$ leaves
$$0<V^2\Delta(0)^7+t^2\big(\Delta(V)^7-\Delta(0)^7\big),$$
which holds for $V\neq0$ because $\Delta(V)\ge\Delta(0)>0$.

Q: Now the formal version. Does it start from a Hamiltonian, or from those final fractions?

A: From a real $2\times2$ matrix.

```lean
import Mathlib

open Matrix

namespace TwoStateHyperpolarizability

noncomputable section

/-- Hamiltonian of two diabatic states with energies `0` and `V` and coupling `-t`. -/
def hamiltonian (t V : ℝ) : Matrix (Fin 2) (Fin 2) ℝ := !![0, -t; -t, V]
```

A: `t` is the strength of the electronic coupling between the donor–acceptor forms, and `V` is the energy of the second form relative to the first. The gap and the ground energy are then given as formulas.

```lean
/-- The adiabatic gap `√(V² + 4t²)`. -/
def gap (t V : ℝ) : ℝ := √(V ^ 2 + 4 * t ^ 2)

/-- The lower adiabatic energy `(V - √(V² + 4t²)) / 2`. -/
def groundEnergy (t V : ℝ) : ℝ := (V - gap t V) / 2
```

Q: And the response coefficients?

A: They are iterated derivatives of the energy with respect to the field, evaluated at zero field.

```lean
/-- First hyperpolarizability: minus the third derivative of the ground energy at zero field,
when a field `F` shifts the diabatic separation to `V - μF`. -/
def firstHyperpol (t μ V : ℝ) : ℝ :=
  -iteratedDeriv 3 (fun F => groundEnergy t (V - μ * F)) 0

/-- Second hyperpolarizability: minus the fourth derivative of the ground energy at zero field,
when a field `F` shifts the diabatic separation to `V - μF`. -/
def secondHyperpol (t μ V : ℝ) : ℝ :=
  -iteratedDeriv 4 (fun F => groundEnergy t (V - μ * F)) 0
```

A: `μ` stands for the difference in dipole moment between the two diabatic states along the field. The convention is the Taylor one, with no $1/3!$ or $1/4!$ absorbed into the coefficients; absorbing them would rescale the curves without moving their extrema.

Q: My profiles have half-integer powers, $V/(V^2+4t^2)^{5/2}$ and $(V^2-t^2)/(V^2+4t^2)^{7/2}$. I see only a square root.

A: Two short lemmas handle the gap. The first gives its positivity and its square. The second turns `gap t V ^ n` into the power $n/2$ of $V^2+4t^2$, so $n=5$ and $n=7$ recover your denominators.

```lean
/-- For `t > 0` the gap is positive, and its square is `V² + 4t²`. -/
theorem gap_pos_sq {t : ℝ} (ht : 0 < t) (V : ℝ) :
    0 < gap t V ∧ gap t V ^ 2 = V ^ 2 + 4 * t ^ 2 :=
  ⟨Real.sqrt_pos.2 (by positivity), Real.sq_sqrt (by positivity)⟩

/-- Powers of the gap are half-integer powers of `V² + 4t²`. -/
theorem gap_pow (t V : ℝ) (n : ℕ) :
    gap t V ^ n = (V ^ 2 + 4 * t ^ 2) ^ ((n : ℝ) / 2) := by
  unfold gap
  rw [Real.sqrt_eq_rpow, ← Real.rpow_natCast, ← Real.rpow_mul (by positivity)]
  congr 1
  ring
```

Q: You called a formula `groundEnergy`. Who says it is the ground energy?

A: This theorem does. `IsLeast` says that the number is an eigenvalue and that no eigenvalue lies below it.

```lean
/-- The ground energy is the least eigenvalue of the two-state Hamiltonian. -/
theorem groundEnergy_isLeast {t : ℝ} (ht : 0 < t) (V : ℝ) :
    IsLeast {E : ℝ | ∃ v : Fin 2 → ℝ, v ≠ 0 ∧ hamiltonian t V *ᵥ v = E • v}
      (groundEnergy t V) := by
  have hm : ∀ v : Fin 2 → ℝ,
      hamiltonian t V *ᵥ v = ![-t * v 1, -t * v 0 + V * v 1] := by
    intro v
    ext i
    fin_cases i <;> simp [hamiltonian, Matrix.mulVec, dotProduct, Fin.sum_univ_two]
  constructor
  · have hE : groundEnergy t V ^ 2 = V * groundEnergy t V + t ^ 2 := by
      unfold groundEnergy
      linear_combination (gap_pos_sq ht V).2 / 4
    refine ⟨![t, -groundEnergy t V], fun h => ht.ne' (by simpa using congrFun h 0), ?_⟩
    rw [hm]
    ext i
    fin_cases i
    · change -t * -groundEnergy t V = groundEnergy t V * t
      ring
    · change -t * t + V * -groundEnergy t V = groundEnergy t V * -groundEnergy t V
      linear_combination hE
  · rintro E ⟨v, hv, h⟩
    rw [hm] at h
    have h0 : -t * v 1 = E * v 0 := congrFun h 0
    have h1 : -t * v 0 + V * v 1 = E * v 1 := congrFun h 1
    -- every eigenvalue solves the secular equation
    have k0 : (E ^ 2 - V * E - t ^ 2) * v 0 = 0 := by
      linear_combination (V - E) * h0 + t * h1
    have k1 : (E ^ 2 - V * E - t ^ 2) * v 1 = 0 := by
      linear_combination t * h0 - E * h1
    have hq : E ^ 2 - V * E - t ^ 2 = 0 := by
      by_contra hq
      apply hv
      funext i
      fin_cases i
      · exact (mul_eq_zero.1 k0).resolve_left hq
      · exact (mul_eq_zero.1 k1).resolve_left hq
    have hs : (2 * E - V) ^ 2 = V ^ 2 + 4 * t ^ 2 := by linear_combination 4 * hq
    have hb := (abs_le.1 (Real.abs_le_sqrt hs.le)).1
    unfold groundEnergy gap
    linarith
```

A: For the first half, the proof exhibits the eigenvector $(t,-E)$, which normalised is $(t,-E)/\sqrt{t^2+E^2}$; at $V=0$ both forms have weight $1/2$. For the second half, combining the two rows of the eigenvalue equation shows that $E^2-VE-t^2$ annihilates both components. One component is non-zero, so the secular equation holds. Hence $(2E-V)^2=\Delta^2$, and so $2E-V\ge-\Delta$.

Q: That is at zero field. What about the energy being differentiated?

A: The theorem holds for every real separation, including $V-\mu F$, so the function of $F$ inside the derivatives is the lowest eigenvalue at each field.

Q: Lean's derivative is zero where a function isn't differentiable. Could that be producing your answers?

A: No. Each stage is proved with `HasDerivAt`, which says that the derivative exists and has the stated value. This uses $t>0$: at $t=0$ the gap is $|V|$, which has a kink at $V=0$. First come the slope of the gap and the quotient rule above.

```lean
/-- The gap changes with the diabatic separation at the rate `V / √(V² + 4t²)`. -/
theorem hasDerivAt_gap {t : ℝ} (ht : 0 < t) (x : ℝ) :
    HasDerivAt (gap t) (x / gap t x) x := by
  have hne : x ^ 2 + 4 * t ^ 2 ≠ 0 := by positivity
  have h := ((hasDerivAt_pow 2 x).add_const (4 * t ^ 2)).sqrt hne
  refine h.congr_deriv ?_
  rw [show ((2 : ℕ) : ℝ) * x ^ (2 - 1) = 2 * x by norm_num]
  exact mul_div_mul_left _ _ two_ne_zero

/-- Derivative of a function of the separation divided by a positive power of the gap. -/
theorem hasDerivAt_div_gap {t : ℝ} (ht : 0 < t) (n : ℕ) {p : ℝ → ℝ} {p' x : ℝ}
    (hp : HasDerivAt p p' x) :
    HasDerivAt (fun y => p y / gap t y ^ (n + 1))
      ((p' * (x ^ 2 + 4 * t ^ 2) - ((n : ℝ) + 1) * x * p x) / gap t x ^ (n + 3)) x := by
  obtain ⟨hpos, hs⟩ := gap_pos_sq ht x
  have hg := hasDerivAt_gap ht x
  have hq : x / gap t x * gap t x = x := div_mul_cancel₀ x hpos.ne'
  generalize x / gap t x = q at hg hq
  refine (hp.fun_div (hg.fun_pow (n + 1)) (pow_ne_zero _ hpos.ne')).congr_deriv ?_
  rw [div_eq_div_iff (by positivity) (by positivity), Nat.add_sub_cancel]
  push_cast
  linear_combination p' * (gap t x ^ (n + 1)) ^ 2 * hs
    - ((n : ℝ) + 1) * p x * (gap t x ^ (n + 1)) ^ 2 * hq
```

A: In the second proof, Mathlib's quotient rule supplies the raw derivative. After the denominators are cleared, `linear_combination` uses $\Delta^2=V^2+4t^2$ and $(V/\Delta)\Delta=V$ to reach the compact form.

The chain rule in the field is separate. Given four successive derivatives `f₁` to `f₄` of any function `f`, the local fact `step` brings down one factor $-\mu$ at a time.

```lean
/-- Third and fourth field derivatives at zero field of a function of the separation `V - μF`. -/
theorem field_derivatives {f f₁ f₂ f₃ f₄ : ℝ → ℝ}
    (h₁ : ∀ x, HasDerivAt f (f₁ x) x) (h₂ : ∀ x, HasDerivAt f₁ (f₂ x) x)
    (h₃ : ∀ x, HasDerivAt f₂ (f₃ x) x) (h₄ : ∀ x, HasDerivAt f₃ (f₄ x) x) (μ V : ℝ) :
    iteratedDeriv 3 (fun F => f (V - μ * F)) 0 = -μ ^ 3 * f₃ V ∧
      iteratedDeriv 4 (fun F => f (V - μ * F)) 0 = μ ^ 4 * f₄ V := by
  -- each field derivative brings down a factor `-μ`
  have step : ∀ {a a' : ℝ → ℝ}, (∀ x, HasDerivAt a (a' x) x) → ∀ c : ℝ,
      deriv (fun F => c * a (V - μ * F)) = fun F => c * (-μ) * a' (V - μ * F) := by
    intro a a' h c
    funext F
    have hl : HasDerivAt (fun F => V - μ * F) (-μ) F := by
      simpa using ((hasDerivAt_id' F).const_mul μ).const_sub V
    have hd := (((h (V - μ * F)).comp F hl).const_mul c).deriv
    exact hd.trans (by ring)
  have e : (fun F => f (V - μ * F)) = fun F => 1 * f (V - μ * F) := by simp
  have e3 : deriv (deriv (deriv (fun F => f (V - μ * F)))) =
      fun F => 1 * (-μ) * (-μ) * (-μ) * f₃ (V - μ * F) := by
    rw [e, step h₁, step h₂, step h₃]
  constructor
  · rw [iteratedDeriv_eq_iterate]
    change deriv (deriv (deriv (fun F => f (V - μ * F)))) 0 = _
    rw [e3]
    change 1 * (-μ) * (-μ) * (-μ) * f₃ (V - μ * 0) = _
    rw [mul_zero, sub_zero]
    ring
  · rw [iteratedDeriv_eq_iterate]
    change deriv (deriv (deriv (deriv (fun F => f (V - μ * F))))) 0 = _
    rw [e3, step h₄]
    change 1 * (-μ) * (-μ) * (-μ) * (-μ) * f₄ (V - μ * 0) = _
    rw [mul_zero, sub_zero]
    ring
```

Q: So the closed forms are now a matter of assembly?

A: Yes. `h₁` to `h₄` are the four derivatives $E'$ to $E''''$ from the derivation, with the quotient rule applied at `n` equal to 0, 2 and 4.

```lean
/-- Closed forms of the first and second hyperpolarizabilities of the two-state model. -/
theorem hyperpol_eq {t : ℝ} (ht : 0 < t) (μ V : ℝ) :
    firstHyperpol t μ V = 6 * t ^ 2 * μ ^ 3 * (V / gap t V ^ 5) ∧
      secondHyperpol t μ V = 24 * t ^ 2 * μ ^ 4 * ((V ^ 2 - t ^ 2) / gap t V ^ 7) := by
  -- the four successive derivatives of the ground energy
  have h₁ : ∀ x, HasDerivAt (groundEnergy t) ((1 - x / gap t x ^ 1) / 2) x := fun x =>
    (((hasDerivAt_id' x).fun_sub (hasDerivAt_gap ht x)).div_const 2).congr_deriv
      (by rw [pow_one])
  have h₂ : ∀ x, HasDerivAt (fun y => (1 - y / gap t y ^ 1) / 2)
      (-2 * t ^ 2 / gap t x ^ 3) x := fun x =>
    (((hasDerivAt_div_gap ht 0 (hasDerivAt_id' x)).const_sub 1).div_const 2).congr_deriv
      (by push_cast; ring)
  have h₃ : ∀ x, HasDerivAt (fun y => -2 * t ^ 2 / gap t y ^ 3)
      (6 * t ^ 2 * x / gap t x ^ 5) x := fun x =>
    (hasDerivAt_div_gap ht 2 (hasDerivAt_const x (-2 * t ^ 2))).congr_deriv
      (by push_cast; ring)
  have h₄ : ∀ x, HasDerivAt (fun y => 6 * t ^ 2 * y / gap t y ^ 5)
      (-24 * t ^ 2 * (x ^ 2 - t ^ 2) / gap t x ^ 7) x := fun x =>
    (hasDerivAt_div_gap ht 4 ((hasDerivAt_id' x).const_mul (6 * t ^ 2))).congr_deriv
      (by push_cast; ring)
  have h := field_derivatives h₁ h₂ h₃ h₄ μ V
  constructor
  · unfold firstHyperpol
    rw [h.1]
    ring
  · unfold secondHyperpol
    rw [h.2]
    ring
```

Q: Then show me the extrema, and tell me what "unique global" became.

A: It became a strict inequality against every other real `V`: $\beta(V)<\beta(t)$ whenever $V\ne t$, and $\gamma(0)<\gamma(V)$ whenever $V\neq0$.

```lean
/-- For `t > 0` and `μ > 0`, as `V` varies, the first hyperpolarizability has its unique global
maximum at `V = t`, and the second has its unique global minimum at the cyanine limit `V = 0`. -/
theorem hyperpol_extrema {t μ : ℝ} (ht : 0 < t) (hμ : 0 < μ) :
    (∀ V, V ≠ t → firstHyperpol t μ V < firstHyperpol t μ t) ∧
      (∀ V, V ≠ 0 → secondHyperpol t μ 0 < secondHyperpol t μ V) := by
  constructor
  · intro V hV
    obtain ⟨gV, sV⟩ := gap_pos_sq ht V
    obtain ⟨gt, st⟩ := gap_pos_sq ht t
    rw [(hyperpol_eq ht μ V).1, (hyperpol_eq ht μ t).1]
    refine mul_lt_mul_of_pos_left ?_ (by positivity)
    rw [div_lt_div_iff₀ (by positivity) (by positivity)]
    rcases le_or_gt V 0 with h | h
    · exact lt_of_le_of_lt (mul_nonpos_of_nonpos_of_nonneg h (by positivity)) (by positivity)
    · -- compare squares; the difference has the factor `(V - t)²`
      apply lt_of_pow_lt_pow_left₀ 2 (by positivity)
      have h1 : 0 < (V - t) ^ 2 :=
        lt_of_le_of_ne (sq_nonneg _) (Ne.symm (pow_ne_zero 2 (sub_ne_zero.2 hV)))
      have hp := mul_pos h1 (show 0 < t ^ 2 * (V + t) ^ 2 *
        (V ^ 6 + 22 * V ^ 4 * t ^ 2 + 203 * V ^ 2 * t ^ 4 + 1024 * t ^ 6) by positivity)
      calc (V * gap t t ^ 5) ^ 2 = V ^ 2 * (gap t t ^ 2) ^ 5 := by ring
        _ = V ^ 2 * (t ^ 2 + 4 * t ^ 2) ^ 5 := by rw [st]
        _ < t ^ 2 * (V ^ 2 + 4 * t ^ 2) ^ 5 := by linarith
        _ = t ^ 2 * (gap t V ^ 2) ^ 5 := by rw [sV]
        _ = (t * gap t V ^ 5) ^ 2 := by ring
  · intro V hV
    have gV := (gap_pos_sq ht V).1
    have g0 := (gap_pos_sq ht 0).1
    rw [(hyperpol_eq ht μ V).2, (hyperpol_eq ht μ 0).2]
    refine mul_lt_mul_of_pos_left ?_ (by positivity)
    rw [div_lt_div_iff₀ (by positivity) (by positivity)]
    -- the gap is smallest at zero separation
    have hle : gap t 0 ≤ gap t V := Real.sqrt_le_sqrt (by nlinarith [sq_nonneg V])
    have h7 := pow_le_pow_left₀ g0.le hle 7
    have hp : 0 < V ^ 2 * gap t 0 ^ 7 := by positivity
    have hn := mul_nonneg (sq_nonneg t) (sub_nonneg.2 h7)
    linarith
```

A: In both parts `mul_lt_mul_of_pos_left` removes the common positive prefactor, leaving exactly your two profiles, and `div_lt_div_iff₀` cross-multiplies. For $\beta$ the proof splits on the sign of `V`; in the positive case `hp` is the factorised polynomial and the `calc` block compares the squares. For $\gamma$, `hle` says that the gap is smallest at $V=0$, and `linarith` adds the two terms of the last inequality in the derivation.

Q: "Largest $\beta$" means the signed value, I take it.

A: Yes. The closed form is odd in $V$, so $|\beta|$ is just as large at $V=-t$. Taking $\mu>0$ fixes the direction of the field axis, and reversing that axis changes the sign of $\beta$.

Q: In the closed forms $\gamma$ vanishes at $V=t$, where $\beta$ peaks. Coincidence?

A: No. The energy depends on the field only through $V-\mu F$, so differentiating once more in $F$ is the same as applying $-\mu\,d/dV$. Hence $\mu\,d\beta/dV=-\gamma$, and a smooth maximum of $\beta$ requires $\gamma=0$.

```lean
/-- The slope of the first hyperpolarizability in the separation, times `μ`, is minus the
second hyperpolarizability. -/
theorem hasDerivAt_firstHyperpol {t : ℝ} (ht : 0 < t) (μ V : ℝ) :
    HasDerivAt (fun x => μ * firstHyperpol t μ x) (-secondHyperpol t μ V) V := by
  have e : (fun x => μ * firstHyperpol t μ x) =
      fun x => 6 * t ^ 2 * μ ^ 4 * (x / gap t x ^ 5) := by
    funext x
    rw [(hyperpol_eq ht μ x).1]
    ring
  rw [e, (hyperpol_eq ht μ V).2]
  exact ((hasDerivAt_div_gap ht 4 (hasDerivAt_id' V)).const_mul
    (6 * t ^ 2 * μ ^ 4)).congr_deriv (by push_cast; ring)

end

end TwoStateHyperpolarizability
```

```lean
#print axioms TwoStateHyperpolarizability.groundEnergy_isLeast
#print axioms TwoStateHyperpolarizability.hyperpol_eq
#print axioms TwoStateHyperpolarizability.hyperpol_extrema
#print axioms TwoStateHyperpolarizability.hasDerivAt_firstHyperpol
```

```
'TwoStateHyperpolarizability.groundEnergy_isLeast' depends on axioms: [propext, Classical.choice, Quot.sound]
'TwoStateHyperpolarizability.hyperpol_eq' depends on axioms: [propext, Classical.choice, Quot.sound]
'TwoStateHyperpolarizability.hyperpol_extrema' depends on axioms: [propext, Classical.choice, Quot.sound]
'TwoStateHyperpolarizability.hasDerivAt_firstHyperpol' depends on axioms: [propext, Classical.choice, Quot.sound]
```

A: The proof of `hasDerivAt_firstHyperpol` inserts the closed form of $\beta$ and applies the quotient rule once more, at `n` equal to 4.

Q: What physics is missing?

A: The model has two states, one field direction and a static response. The coupling and the dipole difference depend on neither $V$ nor $F$, and the field does not couple the diabatic states to each other. Nuclear relaxation, solvent and higher excited states are absent. A real molecule whose coupling changes along with $V$ need not have its extrema at these points.

Q: I would have put the diabatic energies at $\pm V/2$. Does your choice matter?

A: Not for these results. With the field included, your matrix differs from this one by $(V-\mu F)/2$ times the identity, so the ground energy becomes $-\Delta/2$, with $\Delta$ taken at $V-\mu F$. The subtracted term is linear in $F$: it shifts the energy and the permanent dipole but leaves $\beta$ and $\gamma$ unchanged. In the file, the definitions of the matrix and the ground energy, the eigenvalue proof, and the steps `h₁` and `h₂` would need editing.

Q: Where would I meet this in an actual calculation?

A: In finite-field work, where energies at a few field strengths are combined into differences:
$$\beta\approx-\frac{E(2h)-2E(h)+2E(-h)-E(-2h)}{2h^3},$$
$$\gamma\approx-\frac{E(2h)-4E(h)+6E(0)-4E(-h)+E(-2h)}{h^4}.$$
For this two-state model with constant parameters, the closed forms give reference values for testing the signs, the prefactors and the step $h$ in such a code. With $t=\mu=1$, it should approach $\beta=0$ and $\gamma=-3/16$ at $V=0$, and $\beta=6/5^{5/2}\approx0.107$ and $\gamma=0$ at $V=1$. If $h$ is too large, higher orders contaminate the result; if it is too small, rounding errors are amplified, more severely for $\gamma$ because of the division by $h^4$.
